# Hund projection of orbital spins and the Kondo scale \(\ln(T_K/D) = -2S/(\rho J)\)

To turn a multi-orbital impurity with strong Hund coupling into a Kondo model, one replaces the spin of each of its \(n\) singly occupied orbitals by \(1/n\) of the total spin, so that the exchange \(J\) per channel becomes \(J/(2S)\) with \(S = n/2\). The file below proves the operator identity behind this step, for frozen orbital occupations, one conduction channel per orbital and equal \(J\) in all channels, and evaluates the one-loop Kondo scale for the reduced coupling.

```lean
import Mathlib

open Function Filter Topology
open scoped TensorProduct

namespace HundKondoProjection

noncomputable section

variable {n : ℕ}

/-- Operators on the states of `n` spins 1/2, the states being complex functions on
spin configurations. -/
abbrev Op (n : ℕ) := Module.End ℂ ((Fin n → Fin 2) → ℂ)

/-- The 2×2 matrix `a` acting on the spin at site `i`. -/
def siteOp (i : Fin n) (a : Matrix (Fin 2) (Fin 2) ℂ) : Op n where
  toFun ψ σ := ∑ b, a (σ i) b * ψ (update σ i b)
  map_add' ψ φ := by
    funext σ
    simp only [Pi.add_apply, mul_add, Finset.sum_add_distrib]
  map_smul' c ψ := by
    funext σ
    simp only [Pi.smul_apply, smul_eq_mul, RingHom.id_apply, Finset.mul_sum]
    exact Finset.sum_congr rfl fun b _ => by ring

/-- The operator `U_π` that relabels the sites by the permutation `π`. -/
def permOp (π : Equiv.Perm (Fin n)) : Op n where
  toFun ψ σ := ψ (σ ∘ π)
  map_add' _ _ := rfl
  map_smul' _ _ := rfl

/-- The symmetrizer `P`, the average of `U_π` over all site permutations. -/
def symmetrizer (n : ℕ) : Op n :=
  (n.factorial : ℂ)⁻¹ • ∑ π : Equiv.Perm (Fin n), permOp π

/-- The spin-1/2 matrices, half the Pauli matrices. -/
def spinHalf : Fin 3 → Matrix (Fin 2) (Fin 2) ℂ :=
  ![!![0, 1 / 2; 1 / 2, 0], !![0, -Complex.I / 2; Complex.I / 2, 0], !![1 / 2, 0; 0, -1 / 2]]

/-- Component `α` of the spin at site `i`. -/
def siteSpin (i : Fin n) (α : Fin 3) : Op n := siteOp i (spinHalf α)

/-- Component `α` of the total spin. -/
def totalSpin (n : ℕ) (α : Fin 3) : Op n := ∑ i, siteSpin i α

/-- The spin length `S = n / 2`. -/
def spinLength (n : ℕ) : ℝ := n / 2

/-- The reduced exchange constant `J / (2 S)`. -/
def effExchange (n : ℕ) (J : ℝ) : ℝ := J / (2 * spinLength n)

/-- The exchange `J ∑ᵢ sᵢ · tᵢ` of impurity operators `s i` with the conduction spin
density `t i` of channel `i`. -/
def kondoExchange {B : Type*} [Ring B] [Algebra ℂ B] (J : ℝ) (s : Fin n → Fin 3 → Op n)
    (t : Fin n → Fin 3 → B) : Op n ⊗[ℂ] B :=
  (J : ℂ) • ∑ i, ∑ α, s i α ⊗ₜ[ℂ] t i α

/-- The Kondo scale `D exp(-1/g)` for bandwidth `D` and dimensionless coupling `g`. -/
def kondoTemp (D g : ℝ) : ℝ := D * Real.exp (-1 / g)

/-- The running coupling `1 / ln(Λ / T_K)` at cutoff `Λ`. -/
def runningCoupling (D g Λ : ℝ) : ℝ := (Real.log (Λ / kondoTemp D g))⁻¹

/-- Site permutations compose as `U_π U_ρ = U_{πρ}`. -/
theorem permOp_mul (π ρ : Equiv.Perm (Fin n)) : permOp π * permOp ρ = permOp (π * ρ) :=
  LinearMap.ext fun _ => funext fun _ => rfl

/-- A permutation carries a one-site operator from site `i` to site `π i`. -/
theorem permOp_mul_siteOp (π : Equiv.Perm (Fin n)) (i : Fin n) (a : Matrix (Fin 2) (Fin 2) ℂ) :
    permOp π * siteOp i a = siteOp (π i) a * permOp π := by
  refine LinearMap.ext fun ψ => funext fun σ => ?_
  have h : ∀ b, update (σ ∘ π) i b = update σ (π i) b ∘ π := fun b => by
    funext j
    simp [Function.update_apply]
  show ∑ b, a (σ (π i)) b * ψ (update (σ ∘ π) i b)
    = ∑ b, a (σ (π i)) b * ψ (update σ (π i) b ∘ π)
  simp only [h]

/-- The symmetrizer absorbs every permutation from either side and is idempotent. -/
theorem symmetrizer_absorbs (n : ℕ) :
    (∀ ρ, symmetrizer n * permOp ρ = symmetrizer n) ∧
    (∀ ρ, permOp ρ * symmetrizer n = symmetrizer n) ∧
    symmetrizer n * symmetrizer n = symmetrizer n := by
  have hr : ∀ ρ, symmetrizer n * permOp ρ = symmetrizer n := fun ρ => by
    unfold symmetrizer
    rw [smul_mul_assoc, Finset.sum_mul]
    congr 1
    exact Fintype.sum_equiv (Equiv.mulRight ρ) _ _ fun π => permOp_mul π ρ
  refine ⟨hr, fun ρ => ?_, ?_⟩
  · unfold symmetrizer
    rw [mul_smul_comm, Finset.mul_sum]
    congr 1
    exact Fintype.sum_equiv (Equiv.mulLeft ρ) _ _ fun π => permOp_mul ρ π
  · have h : symmetrizer n * symmetrizer n
        = (n.factorial : ℂ)⁻¹ • ∑ π : Equiv.Perm (Fin n), symmetrizer n * permOp π := by
      rw [← Finset.mul_sum, ← mul_smul_comm]
      rfl
    have hn : (n.factorial : ℂ) ≠ 0 := Nat.cast_ne_zero.2 n.factorial_ne_zero
    rw [h]
    simp only [hr]
    rw [Finset.sum_const, Finset.card_univ, Fintype.card_perm, Fintype.card_fin,
      ← Nat.cast_smul_eq_nsmul ℂ, smul_smul, inv_mul_cancel₀ hn, one_smul]

/-- Between symmetrizers a one-site operator does not depend on its site. -/
theorem projected_site_independent (i j : Fin n) (a : Matrix (Fin 2) (Fin 2) ℂ) :
    symmetrizer n * siteOp i a * symmetrizer n = symmetrizer n * siteOp j a * symmetrizer n := by
  obtain ⟨hr, hl, -⟩ := symmetrizer_absorbs n
  have h := permOp_mul_siteOp (Equiv.swap i j) i a
  rw [Equiv.swap_apply_left] at h
  -- pull the transposition (i j) out of the left P and push it into the right P
  calc symmetrizer n * siteOp i a * symmetrizer n
      = symmetrizer n * permOp (Equiv.swap i j) * siteOp i a * symmetrizer n := by rw [hr]
    _ = symmetrizer n * (permOp (Equiv.swap i j) * siteOp i a) * symmetrizer n := by
        simp only [mul_assoc]
    _ = symmetrizer n * siteOp j a * (permOp (Equiv.swap i j) * symmetrizer n) := by
        rw [h]; simp only [mul_assoc]
    _ = _ := by rw [hl]

/-- For each site and component, `P sᵢ P = (1/n) P S P`. -/
theorem projected_siteSpin (i : Fin n) (α : Fin 3) :
    symmetrizer n * siteSpin i α * symmetrizer n
      = (n : ℂ)⁻¹ • (symmetrizer n * totalSpin n α * symmetrizer n) := by
  have hn : (n : ℂ) ≠ 0 := Nat.cast_ne_zero.2 (Fin.pos i).ne'
  have h : symmetrizer n * totalSpin n α * symmetrizer n
      = (n : ℂ) • (symmetrizer n * siteSpin i α * symmetrizer n) :=
    calc symmetrizer n * totalSpin n α * symmetrizer n
        = ∑ j, symmetrizer n * siteSpin j α * symmetrizer n := by
          rw [totalSpin, Finset.mul_sum, Finset.sum_mul]
      _ = ∑ _j : Fin n, symmetrizer n * siteSpin i α * symmetrizer n :=
          Finset.sum_congr rfl fun j _ => projected_site_independent j i (spinHalf α)
      _ = _ := by
          rw [Finset.sum_const, Finset.card_univ, Fintype.card_fin, Nat.cast_smul_eq_nsmul]
  rw [h, smul_smul, inv_mul_cancel₀ hn, one_smul]

/-- `sᵢ · sᵢ = 3/4`, and for distinct sites the Dirac exchange identity
`sᵢ · sⱼ = U_{(ij)} / 2 - 1/4`. -/
theorem spin_dot_spin (i j : Fin n) :
    ∑ α, siteSpin i α * siteSpin i α = (3 / 4 : ℂ) • (1 : Op n) ∧
    (i ≠ j → ∑ α, siteSpin i α * siteSpin j α
      = (1 / 2 : ℂ) • permOp (Equiv.swap i j) - (1 / 4 : ℂ) • (1 : Op n)) := by
  have key : ∀ (α : Fin 3) (k l : Fin n) ψ σ, (siteSpin k α * siteSpin l α) ψ σ
      = ∑ b, spinHalf α (σ k) b * ∑ c, spinHalf α (update σ k b l) c
        * ψ (update (update σ k b) l c) := fun _ _ _ _ _ => rfl
  -- the one-spin and two-spin matrix identities
  have h1 : ∀ (F : Fin 2 → ℂ) x,
      ∑ α, ∑ b, spinHalf α x b * ∑ c, spinHalf α b c * F c = 3 / 4 * F x := fun F x => by
    fin_cases x <;> simp [spinHalf, Fin.sum_univ_succ] <;>
      first | ring1 | (ring_nf; simp only [Complex.I_sq]; ring1)
  have h2 : ∀ (F : Fin 2 → Fin 2 → ℂ) x y,
      ∑ α, ∑ b, spinHalf α x b * ∑ c, spinHalf α y c * F b c
        = 1 / 2 * F y x - 1 / 4 * F x y := fun F x y => by
    fin_cases x <;> fin_cases y <;> simp [spinHalf, Fin.sum_univ_succ] <;>
      first | ring1 | (ring_nf; simp only [Complex.I_sq]; ring1)
  refine ⟨LinearMap.ext fun ψ => funext fun σ => ?_,
    fun h => LinearMap.ext fun ψ => funext fun σ => ?_⟩
  · simp only [LinearMap.sum_apply, Finset.sum_apply, key, update_self, update_idem]
    refine (h1 (fun c => ψ (update σ i c)) (σ i)).trans ?_
    show 3 / 4 * ψ (update σ i (σ i)) = 3 / 4 * ψ σ
    rw [update_eq_self]
  · simp only [LinearMap.sum_apply, Finset.sum_apply, key, update_of_ne (Ne.symm h)]
    refine (h2 (fun b c => ψ (update (update σ i b) j c)) (σ i) (σ j)).trans ?_
    have e : update (update σ i (σ j)) j (σ i) = σ ∘ Equiv.swap i j := by
      rw [Equiv.swap_comm, Equiv.comp_swap_eq_update]
    show 1 / 2 * ψ (update (update σ i (σ j)) j (σ i))
        - 1 / 4 * ψ (update (update σ i (σ i)) j (σ j))
      = 1 / 2 * ψ (σ ∘ Equiv.swap i j) - 1 / 4 * ψ σ
    simp only [update_eq_self, e]

/-- On symmetrized states the squared total spin is `S (S + 1)` with `S = n / 2`. -/
theorem totalSpin_sq (n : ℕ) :
    (∑ α, totalSpin n α * totalSpin n α) * symmetrizer n
      = ((spinLength n * (spinLength n + 1) : ℝ) : ℂ) • symmetrizer n := by
  have hij : ∀ i j : Fin n, ∑ α, siteSpin i α * siteSpin j α * symmetrizer n
      = (1 / 4 + if i = j then 1 / 2 else 0 : ℂ) • symmetrizer n := fun i j => by
    rw [← Finset.sum_mul]
    by_cases h : i = j
    · subst h
      rw [(spin_dot_spin i i).1, smul_mul_assoc, one_mul, if_pos rfl]
      module
    · rw [(spin_dot_spin i j).2 h, sub_mul, smul_mul_assoc, smul_mul_assoc,
        (symmetrizer_absorbs n).2.1, one_mul, if_neg h]
      module
  have hs : ∑ α, totalSpin n α * totalSpin n α
      = ∑ i : Fin n, ∑ j : Fin n, ∑ α, siteSpin i α * siteSpin j α := by
    simp only [totalSpin, Finset.sum_mul_sum]
    rw [Finset.sum_comm]
    exact Finset.sum_congr rfl fun i _ => Finset.sum_comm
  rw [hs]
  simp only [Finset.sum_mul, hij]
  simp only [← Finset.sum_smul]
  congr 1
  simp [Finset.sum_add_distrib, spinLength]
  ring

/-- Between symmetrizers, the exchange `J ∑ᵢ sᵢ · tᵢ` equals `(J / 2S) ∑ᵢ S · tᵢ`, for any
conduction operators `t`. -/
theorem projected_exchange {B : Type*} [Ring B] [Algebra ℂ B] (J : ℝ) (t : Fin n → Fin 3 → B) :
    symmetrizer n ⊗ₜ[ℂ] (1 : B) * kondoExchange J siteSpin t * symmetrizer n ⊗ₜ[ℂ] (1 : B)
      = symmetrizer n ⊗ₜ[ℂ] (1 : B) * kondoExchange (effExchange n J) (fun _ => totalSpin n) t
        * symmetrizer n ⊗ₜ[ℂ] (1 : B) := by
  have hc : ((effExchange n J : ℝ) : ℂ) = J * (n : ℂ)⁻¹ := by
    unfold effExchange spinLength
    push_cast
    ring
  simp only [kondoExchange, mul_smul_comm, smul_mul_assoc, Finset.mul_sum, Finset.sum_mul,
    Algebra.TensorProduct.tmul_mul_tmul, one_mul, mul_one, Finset.smul_sum]
  refine Finset.sum_congr rfl fun i _ => Finset.sum_congr rfl fun α _ => ?_
  rw [projected_siteSpin i α, ← TensorProduct.smul_tmul', smul_smul, hc]

/-- For `g > 0`, `T_K < D`; the running coupling equals `g` at `Λ = D`, obeys the scaling
equation `dg/dΛ = -g²/Λ` above `T_K`, and diverges as `Λ` decreases to `T_K`. -/
theorem runningCoupling_flow {D g : ℝ} (hD : 0 < D) (hg : 0 < g) :
    kondoTemp D g < D ∧ runningCoupling D g D = g ∧
    (∀ Λ, kondoTemp D g < Λ →
      HasDerivAt (runningCoupling D g) (-(runningCoupling D g Λ) ^ 2 / Λ) Λ) ∧
    Tendsto (runningCoupling D g) (𝓝[>] kondoTemp D g) atTop := by
  have hT : 0 < kondoTemp D g := mul_pos hD (Real.exp_pos _)
  have h1 : ∀ Λ, 0 < Λ → HasDerivAt (fun x => Real.log (x / kondoTemp D g))
      (1 / kondoTemp D g / (Λ / kondoTemp D g)) Λ := fun Λ h =>
    ((hasDerivAt_id' Λ).div_const _).log (div_pos h hT).ne'
  refine ⟨?_, ?_, fun Λ h => ?_, ?_⟩
  · have h := Real.exp_lt_exp.2 (div_neg_of_neg_of_pos (by norm_num : (-1 : ℝ) < 0) hg)
    rw [Real.exp_zero] at h
    exact mul_lt_of_lt_one_right hD h
  · have e : D / kondoTemp D g = Real.exp (1 / g) := by
      rw [kondoTemp, neg_div, Real.exp_neg]
      field_simp
    rw [runningCoupling, e, Real.log_exp, one_div, inv_inv]
  · have hL := (Real.log_pos ((one_lt_div hT).2 h)).ne'
    have hΛ := hT.trans h
    have h2 : HasDerivAt (runningCoupling D g) (-(1 / kondoTemp D g / (Λ / kondoTemp D g))
        / Real.log (Λ / kondoTemp D g) ^ 2) Λ := (h1 Λ hΛ).inv hL
    refine h2.congr_deriv ?_
    unfold runningCoupling
    generalize Real.log (Λ / kondoTemp D g) = L at hL ⊢
    field_simp
  · have h0 := (h1 _ hT).continuousAt.tendsto
    simp only [div_self hT.ne', Real.log_one] at h0
    have h3 : Tendsto (fun x => Real.log (x / kondoTemp D g)) (𝓝[>] kondoTemp D g) (𝓝[>] 0) := by
      refine tendsto_nhdsWithin_iff.2 ⟨h0.mono_left nhdsWithin_le_nhds, ?_⟩
      filter_upwards [self_mem_nhdsWithin] with x hx using Real.log_pos ((one_lt_div hT).2 hx)
    exact tendsto_inv_nhdsGT_zero.comp h3

/-- With the coupling `ρ J / (2S)`: `T_K < D`, `ln(T_K / D) = -2S / (ρ J)`, and `T_K / D` is the
`n`-th power of its value for the coupling `ρ J`. -/
theorem kondoTemp_effExchange {D ρ J : ℝ} (hn : 1 ≤ n) (hD : 0 < D) (hρ : 0 < ρ) (hJ : 0 < J) :
    kondoTemp D (ρ * effExchange n J) < D ∧
    Real.log (kondoTemp D (ρ * effExchange n J) / D) = -(2 * spinLength n) / (ρ * J) ∧
    kondoTemp D (ρ * effExchange n J) / D = (kondoTemp D (ρ * J) / D) ^ n := by
  have hn' : (0 : ℝ) < n := Nat.cast_pos.2 hn
  have hg : 0 < ρ * effExchange n J := by
    unfold effExchange spinLength
    positivity
  have e : ∀ g, kondoTemp D g / D = Real.exp (-1 / g) := fun g =>
    mul_div_cancel_left₀ _ hD.ne'
  refine ⟨(runningCoupling_flow hD hg).1, ?_, ?_⟩
  · rw [e, Real.log_exp]
    unfold effExchange spinLength
    first | ring1 | field_simp
  · rw [e, e, ← Real.exp_nat_mul]
    congr 1
    unfold effExchange spinLength
    first | ring1 | field_simp

end

end HundKondoProjection
```

```lean
#print axioms HundKondoProjection.totalSpin_sq
#print axioms HundKondoProjection.projected_exchange
#print axioms HundKondoProjection.kondoTemp_effExchange
```

```
'HundKondoProjection.totalSpin_sq' depends on axioms: [propext, Classical.choice, Quot.sound]
'HundKondoProjection.projected_exchange' depends on axioms: [propext, Classical.choice, Quot.sound]
'HundKondoProjection.kondoTemp_effExchange' depends on axioms: [propext, Classical.choice, Quot.sound]
```

## Objects and conventions

A configuration \(\sigma\) assigns to each site (orbital) \(i \in \{0,\dots,n-1\}\) a value \(\sigma_i \in \{0,1\}\), with \(0\) meaning spin up. A state is a complex function \(\psi(\sigma)\), and `Op n` is the algebra of linear maps on these \(2^n\) amplitudes. Write \(\sigma[i\to b]\) for \(\sigma\) with entry \(i\) reset to \(b\). A \(2\times2\) matrix \(a\) at site \(i\) (`siteOp i a`) and a permutation \(\pi\) of the sites (`permOp π`) act as
\[ (a_i\psi)(\sigma) = \sum_b a_{\sigma_i b}\,\psi(\sigma[i\to b]), \qquad (U_\pi\psi)(\sigma) = \psi(\sigma\circ\pi). \]
The `symmetrizer` is \(P = \frac{1}{n!}\sum_\pi U_\pi\). The matrices \(s^\alpha\) in `spinHalf` are half the Pauli matrices (\(\hbar = 1\)), with \(\alpha = 0,1,2\) for \(x,y,z\). Then `siteSpin i α` is \(s_i^\alpha\), `totalSpin n α` is \(S^\alpha = \sum_i s_i^\alpha\), and `spinLength n` is the number \(S = n/2\).

The conduction spin density \(t_i^\alpha\) of channel \(i\) is any element of a complex algebra `B`, and `kondoExchange J siteSpin t` is \(J\sum_{i,\alpha} s_i^\alpha\otimes t_i^\alpha\). No commutation relations are imposed on the \(t_i^\alpha\).

## The projection

From the definitions, \(U_\pi U_{\pi'}\psi(\sigma) = \psi(\sigma\circ\pi\circ\pi')\), so \(U_\pi U_{\pi'} = U_{\pi\pi'}\); `permOp_mul` holds by `rfl`. Because \((\sigma\circ\pi)[i\to b] = \sigma[\pi i\to b]\circ\pi\), one also has \(U_\pi a_i = a_{\pi i}U_\pi\), which is `permOp_mul_siteOp`. Multiplying all permutations by a fixed \(\pi'\) only reorders the sum in \(P\), so \(PU_{\pi'} = U_{\pi'}P = P\), and averaging \(PU_\pi = P\) over the \(n!\) permutations gives \(P^2 = P\). In `symmetrizer_absorbs` the reordering is `Fintype.sum_equiv` with `Equiv.mulRight` or `Equiv.mulLeft`.

With \((ij)\) the transposition of sites \(i\) and \(j\),
\[ P a_i P = P\,U_{(ij)}\,a_i P = P\,a_j\,U_{(ij)} P = P a_j P, \]
which is the `calc` chain of `projected_site_independent`. Taking \(a = s^\alpha\) and summing over sites,
\[ P S^\alpha P = \sum_j P s_j^\alpha P = n\,P s_i^\alpha P, \qquad\text{so}\qquad P s_i^\alpha P = \tfrac1n\,P S^\alpha P . \]
This is `projected_siteSpin`, for every site and component. It needs no hypothesis on \(n\), since the existence of `i : Fin n` gives \(n\ge1\). For \(n = 1\), \(P\) is the identity and nothing changes.

To identify the spin carried by symmetrized states, two matrix identities are checked entry by entry (`h1`, `h2`): \(\sum_\alpha s^\alpha s^\alpha = \tfrac34\) and
\[ \sum_\alpha s^\alpha_{xb}\,s^\alpha_{yc} = \tfrac12\,\delta_{xc}\delta_{yb} - \tfrac14\,\delta_{xb}\delta_{yc}. \]
The first term on the right exchanges the two spin values, so `spin_dot_spin` obtains \(\mathbf s_i\cdot\mathbf s_i = \tfrac34\) and, for \(i\ne j\), \(\mathbf s_i\cdot\mathbf s_j = \tfrac12U_{(ij)} - \tfrac14\). Acting on \(P\), each of the \(n\) diagonal terms gives \(\tfrac34 P\) and each of the \(n(n-1)\) others gives \(\tfrac14P\):
\[ \mathbf S^2P = \Big[\tfrac34 n + \tfrac14 n(n-1)\Big]P = \tfrac n2\Big(\tfrac n2+1\Big)P . \]
`totalSpin_sq` packs both cases into `hij` and then counts. It shows that the range of \(P\) lies in the eigenspace with \(S = n/2\); that it fills this eigenspace and has dimension \(n+1\) is not among the theorems, and no inner product is used.

Since \(P\otimes1\) leaves the \(t_i^\alpha\) alone, the main identity applies term by term (`Finset.sum_congr`), and \(1/n = 1/(2S)\) (`hc`):
\[ (P\otimes1)\,J\sum_i \mathbf s_i\cdot\mathbf t_i\,(P\otimes1) = (P\otimes1)\,\frac{J}{2S}\sum_i \mathbf S\cdot\mathbf t_i\,(P\otimes1). \]
`projected_exchange` states this for any real \(J\), with `effExchange n J` equal to \(J/(2S)\). It also admits \(n = 0\), where both sums are empty and the value Lean gives to \(J/0\) plays no role.

## The Kondo scale

Let \(D>0\) be the bandwidth, measured from the Fermi level to the band edge (half the full width of a symmetric band), \(\Lambda\) the running cutoff, and \(g(\Lambda)\) the dimensionless coupling with \(g(D) = g>0\). The one-loop equation \(dg/d\Lambda = -g^2/\Lambda\) reads \(d(1/g)/d\ln\Lambda = 1\), hence
\[ \frac1{g(\Lambda)} = \frac1g + \ln\frac\Lambda D = \ln\frac{\Lambda}{T_K}, \qquad T_K = D\,e^{-1/g}, \]
with \(k_B = 1\). The file defines `kondoTemp` and `runningCoupling` by these formulas, and `runningCoupling_flow` verifies four things: \(T_K<D\), from \(e^{-1/g}<1\); the value \(g\) at \(\Lambda = D\), from \(D/T_K = e^{1/g}\); the differential equation for all \(\Lambda>T_K\), by the chain rule on \(\ln(\Lambda/T_K)\) (`h1`) followed by `.inv`; and divergence to \(+\infty\) as \(\Lambda\downarrow T_K\), because the logarithm tends to zero from above (`h3`). Uniqueness of the solution is not stated.

Let \(\rho>0\) be the conduction density of states per spin and channel, taken constant over the band (the letter `ρ` also names a permutation earlier in the file) and \(J>0\) antiferromagnetic. With \(g = \rho J/(2S)\) and \(n\ge1\), `kondoTemp_effExchange` gives \(T_K<D\),
\[ \ln\frac{T_K}{D} = -\frac{2S}{\rho J}, \qquad \frac{T_K}{D} = \Big(e^{-1/(\rho J)}\Big)^n, \]
where the bracket is the ratio for the unreduced coupling \(\rho J\), that is for \(n = 1\). Both follow from `e`, \(T_K/D = e^{-1/g}\), by taking the logarithm and by `Real.exp_nat_mul`.

## What is assumed

No Hund term appears, so the restriction to the range of \(P\) is a physical input, and virtual transitions to lower total spin are neglected. The scaling equation is an input too: it is not derived from `kondoExchange`, and the algebraic and analytic halves meet only through `effExchange`. Its unit coefficient belongs to \(\mathbf t_i = \tfrac12\psi_i^\dagger\boldsymbol\sigma\psi_i\), with \(\psi_i\) the two-component conduction field of channel \(i\) at the impurity, \(\boldsymbol\sigma\) the Pauli matrices and \(\rho\) counted per spin; if the exchange is written without the factor \(\tfrac12\), its constant is half of the \(J\) used here. Higher-order terms are absent. The same \(D\) is used for all \(n\), which presumes that the orbital spins are already locked at the scale \(D\). The choice \(g = \rho J/(2S)\) presumes distinct channels: if all \(t_i^\alpha\) equal one \(t^\alpha\), the sum over \(i\) returns a factor \(n\) and the exchange is \(J\,\mathbf S\cdot\mathbf t\), unreduced.

## Another model, and the step in code

The two remarks below are standard reasoning that the file does not check. One could define \(P\) as the spectral projector of \(\mathbf S^2\) on a Hilbert space and use the Wigner–Eckart projection theorem. The coefficient is then \(\langle\mathbf s_i\cdot\mathbf S\rangle/S(S+1) = \frac{(n+2)/4}{n(n+2)/4} = 1/n\). That route needs rotations and irreducibility of the multiplet, which the permutation argument avoids, at the price of treating the fully symmetric states only.

In a program, one builds \(s_i^\alpha\) by Kronecker products, collects the \(n+1\) normalised symmetric states, one for each value of \(S^z\), as columns of a matrix \(V\), and finds that \(V^\dagger s_i^\alpha V\) is the spin-\(S\) matrix divided by \(2S\). For \(n = 2\), \(s_0^z\) gives \(\tfrac12\) on \(|{\uparrow\uparrow}\rangle\), half of \(S^z = 1\), and sends \((|{\uparrow\downarrow}\rangle+|{\downarrow\uparrow}\rangle)/\sqrt2\) to half the normalised singlet, which \(P\) removes. The impurity block shrinks from \(2^n\) to \(n+1\) states, and the Kondo Hamiltonian passed to the solver carries \(J/n\).
